# Two anticommuting Hermitian matrices that square to one are Pauli X and Z on a qubit factor, up to a unitary

Suppose a simulation code checks that two Hermitian $n\times n$ matrices anticommute and square to one, and then treats them as Pauli X and Z acting on one qubit factor of the space. If the relations allowed any other form, that replacement could change eigenvalue multiplicities and expectation values. Diagonalising $Z$ alone doesn't settle the matter: the eigenvectors for $-1$ come in an arbitrary basis, and in general $X$ then doesn't look like a Pauli matrix tensored with the identity.

## The canonical form

Let $X$ and $Z$ be Hermitian complex $n\times n$ matrices with

$$X^2=Z^2=1,\qquad XZ=-ZX.$$

Here $X$ and $Z$ are the given matrices; the Pauli matrices are written $\sigma_x$ and $\sigma_z$. Then $n=2m$ for some natural number $m$, and there is one unitary $U$ from $\mathbb C^n$ onto $\mathbb C^2\otimes\mathbb C^m$ with

$$UXU^\dagger=\sigma_x\otimes 1,\qquad UZU^\dagger=\sigma_z\otimes 1.$$

## Logical qubits and Majorana pairs

In a finite-dimensional quantum error-correction simulation, two Hermitian logical operators that preserve the code space and satisfy these relations on it can be represented there as Pauli X and Z on one tensor factor of the code space. The same holds for two mutually anticommuting Majorana operators in a finite fermionic model, if they are normalised to square to one.

## Building the unitary from one eigenspace

Set $P=(1+Z)/2$. It is Hermitian, and $Z^2=1$ gives $P^2=(1+2Z+Z^2)/4=P$ and $ZP=P$. Anticommutation gives $ZXZ=-X$ and $XZX=-Z$, hence

$$PXP=\tfrac14(X+ZX+XZ+ZXZ)=0,$$

$$P+XPX=\tfrac12(1+Z)+\tfrac12(1-Z)=1.$$

Diagonalise $P=QDQ^\dagger$ with $Q$ unitary and $D$ diagonal. Since $P^2=P$, also $D^2=D$, so each diagonal entry is 0 or 1. Let $V$ consist of the $m$ columns of $Q$ with eigenvalue 1. Then $V^\dagger V=1$ and $VV^\dagger=P$, and therefore $PV=V$ and $V^\dagger P=V^\dagger$.

Now put the columns of $V$ and $XV$ side by side: $W=(V,\;XV)$. The blocks are orthogonal, because $V^\dagger XV=V^\dagger PXPV=0$, and the second is orthonormal, because $(XV)^\dagger XV=V^\dagger X^2V=1$. So $W^\dagger W=1$. The columns are also complete:

$$WW^\dagger=VV^\dagger+XVV^\dagger X=P+XPX=1.$$

Taking traces, $n=\operatorname{tr}WW^\dagger=\operatorname{tr}W^\dagger W=2m$.

Finally, $ZV=ZPV=PV=V$ and $ZXV=-XZV=-XV$, so

$$XW=(XV,\;V)=W(\sigma_x\otimes1),$$

$$ZW=(V,\;-XV)=W(\sigma_z\otimes1).$$

With $U=W^\dagger$, multiplying both equations from the left by $W^\dagger$ gives the canonical form. Taking $XV$ as the basis of the second eigenspace is what makes the off-diagonal blocks of $X$ equal to the identity.

**The smallest nonzero dimension.** For $n=1$ the matrices are numbers, which commute, so $XZ=-ZX$ forces $XZ=0$, contrary to $X^2=Z^2=1$. The first nonzero case is $n=2$, $m=1$: $V$ is a single unit vector $v$ with $Zv=v$, and $(v,Xv)$ is the required basis.

## The Lean file

```lean
import Mathlib

open Matrix
open scoped Kronecker

namespace AnticommutingPair

noncomputable section

variable {ι : Type*} [Fintype ι] [DecidableEq ι] {m : ℕ}

/-- Two Hermitian matrices that square to one and anticommute. -/
structure PauliPair (X Z : Matrix ι ι ℂ) : Prop where
  hermX : X.IsHermitian
  hermZ : Z.IsHermitian
  sqX : X * X = 1
  sqZ : Z * Z = 1
  anti : X * Z = -(Z * X)

/-- The Pauli matrix X. -/
def pauliX : Matrix (Fin 2) (Fin 2) ℂ := !![0, 1; 1, 0]

/-- The Pauli matrix Z. -/
def pauliZ : Matrix (Fin 2) (Fin 2) ℂ := !![1, 0; 0, -1]

/-- The operator `S ⊗ 1` on `C² ⊗ C^m`. -/
def onQubit (m : ℕ) (S : Matrix (Fin 2) (Fin 2) ℂ) :
    Matrix (Fin 2 × Fin m) (Fin 2 × Fin m) ℂ :=
  S ⊗ₖ (1 : Matrix (Fin m) (Fin m) ℂ)

/-- The operator `(1 + Z)/2`. -/
def upProjector (Z : Matrix ι ι ℂ) : Matrix ι ι ℂ := (1 / 2 : ℂ) • (1 + Z)

/-- The matrix whose columns are those of `V₀` followed by those of `V₁`. -/
def stack (V₀ V₁ : Matrix ι (Fin m) ℂ) : Matrix ι (Fin 2 × Fin m) ℂ :=
  fun i p => (![V₀, V₁] p.1) i p.2

/-- If `X` and `Z` are Hermitian, square to one and anticommute, then `P = (1 + Z)/2` is a Hermitian
projector with `PXP = 0`, `P + XPX = 1` and `ZP = P`. -/
theorem upProjector_spec {X Z : Matrix ι ι ℂ} (h : PauliPair X Z) :
    (upProjector Z).IsHermitian ∧ upProjector Z * upProjector Z = upProjector Z ∧
    upProjector Z * X * upProjector Z = 0 ∧
    upProjector Z + X * upProjector Z * X = 1 ∧ Z * upProjector Z = upProjector Z := by
  have hzxz : Z * X * Z = -X := by
    rw [mul_assoc, h.anti, mul_neg, ← mul_assoc, h.sqZ, one_mul]
  have hxzx : X * Z * X = -Z := by
    rw [h.anti, neg_mul, mul_assoc, h.sqX, mul_one]
  refine ⟨?_, ?_, ?_, ?_, ?_⟩
  · simp [upProjector, Matrix.IsHermitian, Matrix.conjTranspose_smul, h.hermZ.eq]
  · simp only [upProjector, smul_mul_assoc, mul_smul_comm, add_mul, mul_add, one_mul,
      mul_one, h.sqZ]
    module
  · simp only [upProjector, smul_mul_assoc, mul_smul_comm, add_mul, mul_add, one_mul,
      mul_one, hzxz, h.anti]
    module
  · simp only [upProjector, smul_mul_assoc, mul_smul_comm, add_mul, mul_add,
      mul_one, hxzx, h.sqX]
    module
  · simp only [upProjector, mul_smul_comm, mul_add, mul_one, h.sqZ]
    module

/-- A Hermitian projector is `V V†` for some matrix `V` with orthonormal columns. -/
theorem projector_factor {P : Matrix ι ι ℂ} (hP : P.IsHermitian) (hPP : P * P = P) :
    ∃ (m : ℕ) (V : Matrix ι (Fin m) ℂ), Vᴴ * V = 1 ∧ V * Vᴴ = P := by
  classical
  obtain ⟨U, d, hU, hs⟩ : ∃ (U : Matrix ι ι ℂ) (d : ι → ℂ),
      Uᴴ * U = 1 ∧ P = U * diagonal d * Uᴴ := by
    refine ⟨hP.eigenvectorUnitary, fun i => (hP.eigenvalues i : ℂ),
      Matrix.mem_unitaryGroup_iff'.mp hP.eigenvectorUnitary.2, ?_⟩
    have h := hP.spectral_theorem
    rw [Unitary.conjStarAlgAut_apply] at h
    exact h
  have hU' : U * Uᴴ = 1 := mul_eq_one_comm.mp hU
  -- each eigenvalue of a projector is 0 or 1
  have hD : Uᴴ * P * U = diagonal d := by
    calc Uᴴ * P * U = (Uᴴ * U) * diagonal d * (Uᴴ * U) := by
          rw [hs]; simp only [Matrix.mul_assoc]
      _ = diagonal d := by rw [hU, Matrix.one_mul, Matrix.mul_one]
  have hDD : diagonal d * diagonal d = diagonal d := by
    calc diagonal d * diagonal d = Uᴴ * (P * (U * Uᴴ) * P) * U := by
          rw [← hD]; simp only [Matrix.mul_assoc]
      _ = diagonal d := by rw [hU', Matrix.mul_one, hPP, hD]
  rw [Matrix.diagonal_mul_diagonal] at hDD
  have h01 : ∀ i, d i = 0 ∨ d i = 1 := by
    intro i
    have h1 : d i * d i = d i := congrFun (Matrix.diagonal_injective hDD) i
    have h2 : d i * (d i - 1) = 0 := by linear_combination h1
    rcases mul_eq_zero.mp h2 with h | h
    · exact Or.inl h
    · exact Or.inr (sub_eq_zero.mp h)
  -- keep the eigenvectors with eigenvalue 1
  obtain ⟨m, ⟨e⟩⟩ : ∃ m : ℕ, Nonempty (Fin m ≃ {i // d i = 1}) :=
    ⟨_, ⟨(Fintype.equivFin _).symm⟩⟩
  refine ⟨m, fun i k => U i (e k), ?_, ?_⟩
  · ext k l
    refine (congrFun (congrFun hU (e k)) (e l)).trans ?_
    simp [Matrix.one_apply, Subtype.val_inj]
  · ext i j
    let f : ι → ℂ := fun x => U i x * star (U j x)
    calc _ = ∑ k, f (e k) := rfl
      _ = ∑ x : {i // d i = 1}, f x := Equiv.sum_comp e (fun x => f x)
      _ = ∑ x ∈ Finset.univ.filter (fun x => d x = 1), f x :=
          (Finset.sum_subtype _ (by simp) f).symm
      _ = ∑ x, U i x * d x * star (U j x) := by
          rw [Finset.sum_filter]
          refine Finset.sum_congr rfl fun x _ => ?_
          rcases h01 x with h | h <;> simp [h, f]
      _ = P i j := by
          rw [hs, Matrix.mul_apply]
          simp only [Matrix.mul_diagonal, Matrix.conjTranspose_apply]

omit [DecidableEq ι] in
/-- Two mutually orthogonal blocks of orthonormal columns form one orthonormal family. -/
theorem stack_isometry {V₀ V₁ : Matrix ι (Fin m) ℂ} (h00 : V₀ᴴ * V₀ = 1)
    (h01 : V₀ᴴ * V₁ = 0) (h10 : V₁ᴴ * V₀ = 0) (h11 : V₁ᴴ * V₁ = 1) :
    (stack V₀ V₁)ᴴ * stack V₀ V₁ = 1 := by
  ext ⟨a, k⟩ ⟨b, l⟩
  fin_cases a <;> fin_cases b
  · exact (congrFun (congrFun h00 k) l).trans (by simp [Matrix.one_apply])
  · exact (congrFun (congrFun h01 k) l).trans (by simp)
  · exact (congrFun (congrFun h10 k) l).trans (by simp)
  · exact (congrFun (congrFun h11 k) l).trans (by simp [Matrix.one_apply])

omit [Fintype ι] [DecidableEq ι] in
/-- Applying `S ⊗ 1` from the right mixes the two blocks of columns with the entries of `S`. -/
theorem stack_mul_onQubit (V₀ V₁ : Matrix ι (Fin m) ℂ) (S : Matrix (Fin 2) (Fin 2) ℂ) :
    stack V₀ V₁ * onQubit m S =
      stack (S 0 0 • V₀ + S 1 0 • V₁) (S 0 1 • V₀ + S 1 1 • V₁) := by
  ext i ⟨b, l⟩
  rw [Matrix.mul_apply, Fintype.sum_prod_type, Fin.sum_univ_two]
  fin_cases b <;> simp [stack, onQubit, Matrix.one_apply] <;> ring

/-- Canonical form: a Hermitian anticommuting pair with unit squares lives in even dimension
`2m`, and one unitary onto `C² ⊗ C^m` carries it to the Pauli matrices X and Z tensored
with the identity. -/
theorem canonical_form {X Z : Matrix ι ι ℂ} (h : PauliPair X Z) :
    ∃ m : ℕ, Fintype.card ι = 2 * m ∧ ∃ U : Matrix (Fin 2 × Fin m) ι ℂ,
      Uᴴ * U = 1 ∧ U * Uᴴ = 1 ∧
      U * X * Uᴴ = onQubit m pauliX ∧ U * Z * Uᴴ = onQubit m pauliZ := by
  obtain ⟨hPh, hPP, hPXP, hsum, hZP⟩ := upProjector_spec h
  obtain ⟨m, V, hV, hVP⟩ := projector_factor hPh hPP
  have hPV : upProjector Z * V = V := by
    rw [← hVP, Matrix.mul_assoc, hV, Matrix.mul_one]
  have hVP' : Vᴴ * upProjector Z = Vᴴ := by
    rw [← hVP, ← Matrix.mul_assoc, hV, Matrix.one_mul]
  have hZV : Z * V = V := by
    calc Z * V = Z * upProjector Z * V := by rw [Matrix.mul_assoc, hPV]
      _ = V := by rw [hZP, hPV]
  have hXXV : X * (X * V) = V := by rw [← Matrix.mul_assoc, h.sqX, Matrix.one_mul]
  have hZXV : Z * (X * V) = -(X * V) := by
    have hZX : Z * X = -(X * Z) := by rw [h.anti, neg_neg]
    rw [← Matrix.mul_assoc, hZX, Matrix.neg_mul, Matrix.mul_assoc, hZV]
  -- X maps the +1 eigenspace of Z to its orthogonal complement
  have hoff : Vᴴ * (X * V) = 0 := by
    calc Vᴴ * (X * V) = (Vᴴ * upProjector Z) * (X * (upProjector Z * V)) := by
          rw [hPV, hVP']
      _ = Vᴴ * (upProjector Z * X * upProjector Z) * V := by simp only [Matrix.mul_assoc]
      _ = 0 := by rw [hPXP, Matrix.mul_zero, Matrix.zero_mul]
  have hadj : (X * V)ᴴ = Vᴴ * X := by rw [Matrix.conjTranspose_mul, h.hermX.eq]
  have hW1 : (stack V (X * V))ᴴ * stack V (X * V) = 1 :=
    stack_isometry hV hoff (by rw [hadj, Matrix.mul_assoc, hoff])
      (by rw [hadj, Matrix.mul_assoc, hXXV, hV])
  have hW2 : stack V (X * V) * (stack V (X * V))ᴴ = 1 := by
    have hsplit : stack V (X * V) * (stack V (X * V))ᴴ
        = V * Vᴴ + (X * V) * (X * V)ᴴ := by
      ext i j
      rw [Matrix.mul_apply, Fintype.sum_prod_type, Fin.sum_univ_two]
      rfl
    have hblock : X * V * (Vᴴ * X) = X * upProjector Z * X := by
      rw [← hVP]; simp only [Matrix.mul_assoc]
    rw [hsplit, hadj, hblock, hVP, hsum]
  have hmul : ∀ A : Matrix ι ι ℂ,
      A * stack V (X * V) = stack (A * V) (A * (X * V)) := by
    intro A
    ext i ⟨b, l⟩
    fin_cases b <;> rfl
  have hXW : X * stack V (X * V) = stack V (X * V) * onQubit m pauliX := by
    rw [hmul, stack_mul_onQubit, hXXV]; simp [pauliX]
  have hZW : Z * stack V (X * V) = stack V (X * V) * onQubit m pauliZ := by
    rw [hmul, stack_mul_onQubit, hZV, hZXV]; simp [pauliZ]
  -- comparing traces gives the dimension
  have ht := Matrix.trace_mul_comm (stack V (X * V)) (stack V (X * V))ᴴ
  rw [hW2, hW1, Matrix.trace_one, Matrix.trace_one] at ht
  have hcard := Nat.cast_injective (R := ℂ) ht
  refine ⟨m, by simpa using hcard, (stack V (X * V))ᴴ, ?_, ?_, ?_, ?_⟩
  · rw [Matrix.conjTranspose_conjTranspose, hW2]
  · rw [Matrix.conjTranspose_conjTranspose, hW1]
  · rw [Matrix.conjTranspose_conjTranspose, Matrix.mul_assoc, hXW, ← Matrix.mul_assoc,
      hW1, Matrix.one_mul]
  · rw [Matrix.conjTranspose_conjTranspose, Matrix.mul_assoc, hZW, ← Matrix.mul_assoc,
      hW1, Matrix.one_mul]

/-- For every `m`, the matrices `X ⊗ 1` and `Z ⊗ 1` on `C² ⊗ C^m` are Hermitian, square to
one and anticommute. -/
theorem pauliPair_witness (m : ℕ) : PauliPair (onQubit m pauliX) (onQubit m pauliZ) := by
  have hx : pauliXᴴ = pauliX := by
    ext i j; fin_cases i <;> fin_cases j <;> simp [pauliX]
  have hz : pauliZᴴ = pauliZ := by
    ext i j; fin_cases i <;> fin_cases j <;> simp [pauliZ]
  have hxx : pauliX * pauliX = 1 := by
    ext i j; fin_cases i <;> fin_cases j <;> simp [pauliX]
  have hzz : pauliZ * pauliZ = 1 := by
    ext i j; fin_cases i <;> fin_cases j <;> simp [pauliZ]
  have hxz : pauliX * pauliZ = -(pauliZ * pauliX) := by
    ext i j; fin_cases i <;> fin_cases j <;> simp [pauliX, pauliZ]
  refine ⟨?_, ?_, ?_, ?_, ?_⟩
  · rw [Matrix.IsHermitian, onQubit, Matrix.conjTranspose_kronecker, hx,
      Matrix.conjTranspose_one]
  · rw [Matrix.IsHermitian, onQubit, Matrix.conjTranspose_kronecker, hz,
      Matrix.conjTranspose_one]
  · rw [onQubit, ← Matrix.mul_kronecker_mul, hxx, Matrix.one_mul, Matrix.one_kronecker_one]
  · rw [onQubit, ← Matrix.mul_kronecker_mul, hzz, Matrix.one_mul, Matrix.one_kronecker_one]
  · rw [onQubit, onQubit, ← Matrix.mul_kronecker_mul, ← Matrix.mul_kronecker_mul, hxz]
    ext p q
    simp only [Matrix.kroneckerMap_apply, Matrix.neg_apply, neg_mul]

end

end AnticommutingPair
```

```lean
#print axioms AnticommutingPair.canonical_form
-- 'AnticommutingPair.canonical_form' depends on axioms: [propext, Classical.choice, Quot.sound]
```

## From the projector to `canonical_form`

`upProjector_spec` proves the five properties of $P$. It first establishes $ZXZ=-X$ and $XZX=-Z$; `simp only` then expands the products, and `module` collects the coefficients.

`projector_factor` constructs $V$ from Mathlib's spectral theorem. Its local `U` is the eigenvector matrix $Q$ above, not the final unitary. The fact `h01` says that every eigenvalue is 0 or 1, and the closing sum shows that discarding the zero eigenvalues leaves $P$ unchanged.

Despite its name, `stack` places two blocks of columns side by side. `stack_isometry` checks the four block overlaps in $W^\dagger W$, and `stack_mul_onQubit` computes $W(S\otimes1)$ for any $2\times2$ matrix $S$.

`canonical_form` combines these. `hoff` is the orthogonality of the two blocks, `hW1` and `hW2` are the two unitarity equations, and `hXW` and `hZW` are the actions of $X$ and $Z$ on $W$. The dimension comes from `Matrix.trace_mul_comm`.

## What the theorem promises about your matrices

The finite type `ι` labels the original basis, so $n$ is `Fintype.card ι`. `PauliPair X Z` contains the Hermiticity conditions and the three algebraic relations, and nothing about eigenvalues or even dimension. The target basis is labelled by `Fin 2 × Fin m`, with the qubit index first, and `onQubit m S` is the Kronecker product $S\otimes1$. Both indices start at zero, and qubit index 0 belongs to the $+1$ eigenspace of $Z$.

The matrix `U` has rows labelled by `Fin 2 × Fin m` and columns by `ι`. The theorem gives both `Uᴴ * U = 1` and `U * Uᴴ = 1`, so the matching dimensions are a conclusion. The same `U` transforms both operators. Expectation values are preserved when states and all other operators are transformed with it too: $\psi$ becomes $U\psi$ and $A$ becomes $UAU^\dagger$. An empty `ι` is allowed and corresponds to $m=0$.

`pauliPair_witness` supplies the converse example: for every $m$, the matrices $\sigma_x\otimes1$ and $\sigma_z\otimes1$ satisfy `PauliPair`.

The theorem gives existence, with no claim that $U$ is unique and no restriction to a particular gate set. The factor $\mathbb C^2$ is a mathematical tensor factor, which need not be one physical qubit of a device or one site of a lattice.

The step left to the user is from stored matrices to the exact relations. Floating-point matrices may satisfy them only approximately, and the theorem gives no error bound for that case. Logical operators that satisfy the relations only on a code space must first be restricted to it, and that space must be invariant under both.
